# Logarithmic finite-size correction to the squared winding on the Kosterlitz separatrix

In a path-integral simulation of a two-dimensional Bose fluid on a periodic square of side \(L\), the world lines can close after wrapping around the square. Let the integers \(W_x\) and \(W_y\) be the net numbers of turns that all world lines together make around the two directions. The mean squared winding \(\langle W^2\rangle=\langle W_x^2+W_y^2\rangle\) measures the superfluid response: with superfluid number density per unit area \(n_s\), particle mass \(m\) and temperature \(T\), it equals \(2K\), where \(K=\hbar^2 n_s/(m k_B T)\) is the dimensionless stiffness. With \(K\) read as the stiffness of the long-wavelength phase field, this equality treats the winding numbers as continuous; that they are integers lowers the value at the transition by a relative amount of about \(2\cdot10^{-4}\), which is neglected throughout. At the Kosterlitz–Thouless transition the stiffness of the infinite system is \(2/\pi\), which makes the winding \(4/\pi\). A simulation at the transition temperature, however, typically gives a larger value at the accessible sizes. How large is the excess, and how fast does it disappear?

The renormalization flow near the transition gives an answer. Let \(l\ge 0\) be the natural logarithm of the length scale, measured in units of a microscopic cutoff. Let \(x=\pi K-2\) be the distance of the running stiffness from its critical value, and let \(y\) be the vortex fugacity, rescaled to absorb a constant. To leading order near \(x=y=0\),

\[
x'=-y^2,\qquad y'=-xy ,
\]

where the prime is the derivative with respect to \(l\). Vortex pairs screen the stiffness, and a positive \(x\) suppresses vortices at larger scales. The transition corresponds to the separatrix \(x=y>0\), along which the flow runs into the origin.

If \(x(0)=y(0)=x_0>0\), then for all \(l\ge0\)

\[
x(l)=y(l)=\frac{1}{l+1/x_0}.
\]

Reading the stiffness at \(l=\log L\), with \(L\) now in units of the cutoff, turns \(2K\) into

\[
\frac4\pi\left(1+\frac{x(\log L)}2\right)=\frac4\pi\left(1+\frac1{2\log L+2/x_0}\right),\qquad L\ge1 .
\]

This tends to \(4/\pi\), and its excess over \(4/\pi\), multiplied by \(\log L\), tends to \(2/\pi\) for every \(x_0\).

## Solving the flow from equal initial values

The flow has a conserved quantity:

\[
(x^2-y^2)'=2x(-y^2)-2y(-xy)=0 .
\]

With equal initial values, \(x^2=y^2\) at all scales, and the first equation becomes \(x'=-x^2\). Separation of variables would now divide by \(x^2\), which requires knowing that \(x\) never vanishes. A linear equation avoids that requirement.

Suppose \(u'=a(l)\,u\) with \(a\) continuous and \(u(0)=0\). Put \(A(l)=\int_0^l a(s)\,ds\). Then

\[
\left(u\,e^{-A}\right)'=(a u-a u)\,e^{-A}=0,
\]

so \(u(l)=u(0)\,e^{A(l)}=0\) for every \(l\ge0\).

Apply this to \(u=x(1+x_0l)-x_0\), which measures the failure of the expected solution. It starts at \(u(0)=x_0-x_0=0\), and

\[
u'=-y^2(1+x_0l)+x\,x_0=-x^2(1+x_0l)+x\,x_0=-x\,u .
\]

Hence \(u=0\). Since \(1+x_0l>0\), this gives

\[
x(l)=\frac{x_0}{1+x_0l}=\frac1{l+1/x_0}.
\]

Conservation alone leaves the sign of \(y\) open. The difference \(w=y-x\) settles it, because \(w(0)=0\) and

\[
w'=-xy+y^2=y\,w ,
\]

so \(w=0\) and \(y=x\). Conversely, the function \(1/(l+1/x_0)\) has derivative \(-1/(l+1/x_0)^2\), so taking it for both \(x\) and \(y\) satisfies both flow equations.

The same linear argument handles a start without vortices, \(y(0)=0\). The equation \(y'=-xy\) keeps \(y\) at zero, then \(x'=0\), and the stiffness does not depend on scale. In this approximation the winding is \((4/\pi)(1+x(0)/2)\) at every \(L\ge1\), with no logarithmic drift.

## From scale to system size

Substituting \(l=\log L\) gives the finite-size formula, since \(x(\log L)/2=1/(2\log L+2/x_0)\). At the smallest size, \(L=1\), the logarithm vanishes and the winding is \((4/\pi)(1+x_0/2)\), the value set by the initial stiffness. As \(L\to\infty\) the denominator grows without bound and the winding tends to \(4/\pi\).

For the correction, write \(D=2\log L+2/x_0\). Then

\[
\log L\cdot\frac4\pi\cdot\frac1D
=\frac2\pi\cdot\frac{D-2/x_0}{D}
=\frac2\pi\left(1-\frac{2/x_0}{D}\right)\longrightarrow\frac2\pi .
\]

The initial coupling affects the approach to this limit but not its value. The approach is slow: for \(x_0=1/2\) the winding exceeds \(4/\pi\) by about 5.6 per cent at \(L=10^3\), and still by about 3.2 per cent at \(L=10^6\). In simulation practice the formula can serve as a one-parameter fit of winding data at a trial transition temperature, within the leading-order flow and at sizes where its neglected terms are small. The fitted parameter is the additive constant beside \(2\log L\), which absorbs both \(x_0\) and the unknown cutoff.

## The flow and the winding as Lean definitions

The development uses real-valued functions of a real variable. The opened namespaces supply the notation for intervals, limits and \(\pi\).

```lean
import Mathlib

open Set Filter
open scoped Real Topology

namespace KosterlitzFlow

noncomputable section
```

The flow is a predicate on two functions `x` and `y`. `HasDerivWithinAt … (Ici 0) l` states that the function has the given derivative at `l` when only points of \([0,\infty)\) are considered. At \(l=0\) this is the right-hand derivative, and at \(l>0\) it is the ordinary one. Nothing is required of the functions at negative `l`.

These equations are the physical input. They stand for the leading-order screening of the stiffness by vortex pairs, and they are assumed here, not derived from a Bose Hamiltonian. The predicate itself does not require the couplings to be small, although the physical approximation does.

```lean
/-- The Kosterlitz renormalization flow `x' = -y²`, `y' = -x y` on the half-line `l ≥ 0`,
with one-sided derivatives at `l = 0`. -/
def IsFlow (x y : ℝ → ℝ) : Prop :=
  ∀ l, 0 ≤ l → HasDerivWithinAt x (-(y l ^ 2)) (Ici 0) l ∧
    HasDerivWithinAt y (-(x l * y l)) (Ici 0) l
```

The closed form gets its own name. The parameter `x0` is \(x_0\), and the theorems that use the function assume it to be positive.

```lean
/-- The running coupling `1 / (l + 1/x0)` with initial value parameter `x0`. -/
def criticalCoupling (x0 l : ℝ) : ℝ := 1 / (l + 1 / x0)
```

The winding enters as a function of the running coupling `x` and the size `L`. The definition contains no average over world lines. It encodes two physical postulates: that \(\langle W^2\rangle\) is twice the dimensionless stiffness, and that a finite system shows the stiffness renormalized up to the scale \(l=\log L\). The size is a real number in units of the cutoff, so a lattice size in other units changes the additive constant beside \(2\log L\).

```lean
/-- The mean squared winding at system size `L`, expressed through the running coupling `x`
at the scale `l = log L`. -/
def windingSq (x : ℝ → ℝ) (L : ℝ) : ℝ := 4 / π * (1 + x (Real.log L) / 2)
```

## Conservation along any flow line

The first theorem holds for every solution, on or off the separatrix. Inside the proof, `hd` is the product-rule calculation, with the squares written as products and the cancellation checked by `ring`. A Mathlib theorem then says that a function continuous on \([0,l]\) whose right derivative vanishes on \([0,l)\) keeps its initial value. The first function passed to it supplies the continuity on \([0,l]\), and the second turns the derivative within \([0,\infty)\) at a point \(s\) into a right derivative, by restricting it to \([s,\infty)\).

```lean
/-- The flow conserves `x² - y²`. -/
theorem flow_invariant {x y : ℝ → ℝ} (h : IsFlow x y) {l : ℝ} (hl : 0 ≤ l) :
    x l ^ 2 - y l ^ 2 = x 0 ^ 2 - y 0 ^ 2 := by
  -- the derivative of the invariant is zero
  have hd : ∀ s, 0 ≤ s →
      HasDerivWithinAt (fun t => x t * x t - y t * y t) 0 (Ici 0) s := by
    intro s hs
    obtain ⟨hx, hy⟩ := h s hs
    exact ((hx.fun_mul hx).fun_sub (hy.fun_mul hy)).congr_deriv (by ring)
  have key := constant_of_has_deriv_right_zero (a := 0) (b := l)
    (fun s hs => (hd s hs.1).continuousWithinAt.mono Icc_subset_Ici_self)
    (fun s hs => (hd s hs.1).mono (Ici_subset_Ici.mpr hs.1)) l ⟨hl, le_rfl⟩
  linear_combination key
```

## A linear equation that keeps zero at zero

The next theorem is the statement about \(u'=a(l)u\). The proof replaces the integrating factor by a bound. A continuous rate is bounded on the compact interval \([0,l]\), say by \(K\) (here a constant, not the stiffness). It follows that \(|u'|\le K|u|\), and Grönwall's inequality gives

\[
|u(l)|\le |u(0)|\,e^{Kl}=0 .
\]

In the code, `δ := 0` is the initial bound and `ε := 0` says that there is no additional source term. The lemma `gronwallBound_ε0_δ0` evaluates the resulting bound as zero.

```lean
/-- A quantity obeying `u' = a(l) u` with continuous rate `a` and `u(0) = 0` vanishes at
every `l ≥ 0`. -/
theorem linear_flow_stays_zero {a u : ℝ → ℝ} (ha : ContinuousOn a (Ici 0))
    (hu : ∀ s, 0 ≤ s → HasDerivWithinAt u (a s * u s) (Ici 0) s) (h0 : u 0 = 0)
    {l : ℝ} (hl : 0 ≤ l) : u l = 0 := by
  -- the rate is bounded on the compact interval, so Grönwall's estimate applies
  obtain ⟨K, hK⟩ := isCompact_Icc.exists_bound_of_continuousOn
    (ha.mono (Icc_subset_Ici_self : Icc 0 l ⊆ Ici 0))
  have key := norm_le_gronwallBound_of_norm_deriv_right_le
    (f := u) (f' := fun s => a s * u s) (δ := 0) (K := K) (ε := 0) (a := 0) (b := l)
    (fun s hs => (hu s hs.1).continuousWithinAt.mono Icc_subset_Ici_self)
    (fun s hs => (hu s hs.1).mono (Ici_subset_Ici.mpr hs.1))
    (by simp [h0])
    (fun s hs => by
      show ‖a s * u s‖ ≤ K * ‖u s‖ + 0
      rw [norm_mul, add_zero]
      exact mul_le_mul_of_nonneg_right (hK s ⟨hs.1, hs.2.le⟩) (norm_nonneg _))
    l ⟨hl, le_rfl⟩
  rw [gronwallBound_ε0_δ0] at key
  exact norm_le_zero_iff.mp key
```

## Every solution on the separatrix

The theorem `separatrix_solution` takes an arbitrary flow with \(x(0)=y(0)=x_0>0\) and identifies both functions at every \(l\ge0\). It is therefore a uniqueness result, and it does not assume that \(x\) or \(y\) stays positive.

The proof follows the calculation by hand. The step `hu` applies the linear theorem with rate \(-x\) to \(u=x(1+x_0l)-x_0\). Conservation, stored as `hc`, replaces \(y^2\) by \(x^2\) in the derivative: the final `linear_combination` multiplies it by \(1+x_0s\), where \(s\) is the current scale. The step `hd` applies the linear theorem with rate \(y\) to \(y-x\). What remains is algebra, turning \(x(1+x_0l)=x_0\) into the closed form after checking that \(l+1/x_0\) is positive.

```lean
/-- A flow that starts at `x(0) = y(0) = x0 > 0` has `x(l) = y(l) = 1 / (l + 1/x0)` for all
`l ≥ 0`. -/
theorem separatrix_solution {x y : ℝ → ℝ} {x0 : ℝ} (h : IsFlow x y) (hx0 : 0 < x0)
    (hx : x 0 = x0) (hy : y 0 = x0) {l : ℝ} (hl : 0 ≤ l) :
    x l = criticalCoupling x0 l ∧ y l = criticalCoupling x0 l := by
  have cx : ContinuousOn x (Ici 0) := fun s hs => (h s hs).1.continuousWithinAt
  have cy : ContinuousOn y (Ici 0) := fun s hs => (h s hs).2.continuousWithinAt
  -- `u = x (1 + x0 l) - x0` obeys `u' = -x u` because `x² = y²` along the flow
  have hu : x l * (1 + x0 * l) - x0 = 0 := by
    refine linear_flow_stays_zero (a := fun s => -x s)
      (u := fun s => x s * (1 + x0 * s) - x0) cx.neg ?_ (by simp [hx]) hl
    intro s hs
    have hc := flow_invariant h hs
    rw [hx, hy, sub_self] at hc
    have hlin : HasDerivWithinAt (fun t : ℝ => 1 + x0 * t) x0 (Ici 0) s :=
      (((hasDerivAt_id' s).const_mul x0).const_add 1).hasDerivWithinAt.congr_deriv (by ring)
    exact (((h s hs).1.fun_mul hlin).sub_const x0).congr_deriv
      (by linear_combination (1 + x0 * s) * hc)
  -- the difference obeys `(y - x)' = y (y - x)`
  have hd : y l - x l = 0 := by
    refine linear_flow_stays_zero (a := y) (u := fun s => y s - x s) cy ?_
      (by simp [hx, hy]) hl
    intro s hs
    exact ((h s hs).2.fun_sub (h s hs).1).congr_deriv (by ring)
  have hxl : x l = criticalCoupling x0 l := by
    have hpos : 0 < l + 1 / x0 := by positivity
    have hinv : x0 * (1 / x0) = 1 := mul_one_div_cancel hx0.ne'
    unfold criticalCoupling
    rw [eq_div_iff hpos.ne']
    apply mul_left_cancel₀ hx0.ne'
    linear_combination hu + x l * hinv
  exact ⟨hxl, by linarith⟩
```

The converse shows that such flows exist for every positive \(x_0\). Differentiating the quotient gives \(-1/(l+1/x_0)^2\), which serves both equations because the two functions coincide. The second part of the conclusion evaluates the function at \(l=0\) and finds \(x_0\).

```lean
/-- For every `x0 > 0` the pair `x(l) = y(l) = 1 / (l + 1/x0)` solves the Kosterlitz flow and
starts at `x0`. -/
theorem separatrix_witness {x0 : ℝ} (hx0 : 0 < x0) :
    IsFlow (criticalCoupling x0) (criticalCoupling x0) ∧ criticalCoupling x0 0 = x0 := by
  refine ⟨fun l hl => ?_, by simp [criticalCoupling]⟩
  have hpos : 0 < l + 1 / x0 := by positivity
  have hd : HasDerivAt (criticalCoupling x0) (-(criticalCoupling x0 l ^ 2)) l :=
    ((hasDerivAt_const l (1 : ℝ)).fun_div
      ((hasDerivAt_id' l).add_const (1 / x0)) hpos.ne').congr_deriv
      (by simp only [criticalCoupling, div_pow]; ring)
  exact ⟨hd.hasDerivWithinAt, hd.hasDerivWithinAt.congr_deriv (by ring)⟩
```

## The excess winding and its logarithmic decay

For \(L\ge1\) the scale \(\log L\) is non-negative, so the solution of the flow applies there. The theorem inserts it into `windingSq` and moves the factor 2 into the denominator.

```lean
/-- On the separatrix the mean squared winding at size `L ≥ 1` is
`(4/π) (1 + 1 / (2 log L + 2/x0))`. -/
theorem winding_finite_size {x y : ℝ → ℝ} {x0 : ℝ} (h : IsFlow x y) (hx0 : 0 < x0)
    (hx : x 0 = x0) (hy : y 0 = x0) {L : ℝ} (hL : 1 ≤ L) :
    windingSq x L = 4 / π * (1 + 1 / (2 * Real.log L + 2 / x0)) := by
  have e : 2 * Real.log L + 2 / x0 = (Real.log L + 1 / x0) * 2 := by ring
  rw [windingSq, (separatrix_solution h hx0 hx hy (Real.log_nonneg hL)).1,
    criticalCoupling, e, div_div]
```

Both limits rest on one fact: for any constant \(c\), the inverse of \(2\log L+c\) tends to zero. The proof composes the divergence of the logarithm with the decay of the inverse. Here `atTop` means \(L\to\infty\) through the real numbers, and `𝓝 0` denotes the neighbourhoods of the limiting value.

```lean
/-- The inverse of `2 log L + c` tends to zero as the system size grows. -/
theorem inv_log_tendsto_zero (c : ℝ) :
    Tendsto (fun L : ℝ => (2 * Real.log L + c)⁻¹) atTop (𝓝 0) :=
  tendsto_inv_atTop_zero.comp
    (tendsto_atTop_add_const_right _ c
      (Real.tendsto_log_atTop.const_mul_atTop (two_pos : (0 : ℝ) < 2)))
```

The limit of the winding follows by adding 1 to this inverse and multiplying by \(4/\pi\). The explicit formula is available only for \(L\ge1\), which is enough for a limit at infinity. This is the role of `congr'` and `eventually_ge_atTop`: two functions that agree from some size onward have the same limit.

```lean
/-- On the separatrix the mean squared winding tends to `4/π` as the system size grows. -/
theorem winding_tendsto {x y : ℝ → ℝ} {x0 : ℝ} (h : IsFlow x y) (hx0 : 0 < x0)
    (hx : x 0 = x0) (hy : y 0 = x0) :
    Tendsto (windingSq x) atTop (𝓝 (4 / π)) := by
  have h2 := ((inv_log_tendsto_zero (2 / x0)).const_add 1).const_mul (4 / π)
  rw [add_zero, mul_one] at h2
  refine h2.congr' ?_
  filter_upwards [eventually_ge_atTop (1 : ℝ)] with L hL
  rw [winding_finite_size h hx0 hx hy hL, one_div]
```

The last theorem gives the coefficient of the logarithmic correction. Its proof starts from the limit of \((2/\pi)\bigl(1-(2/x_0)D^{-1}\bigr)\), with \(D=2\log L+2/x_0\) as before. It then shows that this expression equals \(\log L\) times the excess winding for \(L\ge1\). The identity \(D\,D^{-1}=1\), named `hD`, performs the same replacement of \(\log L\) by \((D-2/x_0)/2\) as in the calculation by hand.

```lean
/-- On the separatrix the deviation of the mean squared winding from `4/π`, multiplied by
`log L`, tends to `2/π` for every `x0 > 0`. -/
theorem winding_log_correction {x y : ℝ → ℝ} {x0 : ℝ} (h : IsFlow x y) (hx0 : 0 < x0)
    (hx : x 0 = x0) (hy : y 0 = x0) :
    Tendsto (fun L => Real.log L * (windingSq x L - 4 / π)) atTop (𝓝 (2 / π)) := by
  have h2 := (((inv_log_tendsto_zero (2 / x0)).const_mul (2 / x0)).const_sub 1).const_mul
    (2 / π)
  rw [mul_zero, sub_zero, mul_one] at h2
  refine h2.congr' ?_
  filter_upwards [eventually_ge_atTop (1 : ℝ)] with L hL
  have hlog := Real.log_nonneg hL
  have hpos : 0 < 2 * Real.log L + 2 / x0 := by positivity
  -- write `log L` through the denominator `2 log L + 2/x0`
  have hD := mul_inv_cancel₀ hpos.ne'
  rw [winding_finite_size h hx0 hx hy hL, one_div]
  linear_combination (-(2 / π)) * hD

end

end KosterlitzFlow
```

```lean
#print axioms KosterlitzFlow.winding_finite_size
-- 'KosterlitzFlow.winding_finite_size' depends on axioms: [propext, Classical.choice, Quot.sound]
#print axioms KosterlitzFlow.winding_tendsto
-- 'KosterlitzFlow.winding_tendsto' depends on axioms: [propext, Classical.choice, Quot.sound]
#print axioms KosterlitzFlow.winding_log_correction
-- 'KosterlitzFlow.winding_log_correction' depends on axioms: [propext, Classical.choice, Quot.sound]
```
